# Three bands with equal repulsive Josephson couplings break time reversal when their amplitudes form a triangle

In a superconductor with three bands, repulsive coupling between two bands favours a phase difference of $\pi$ between their order parameters. Three bands cannot all differ pairwise by $\pi$, so the phases must compromise. Does the compromise keep the order parameters on one line in the complex plane, or does it spread them out and break time-reversal symmetry?

## The energy and its lower bound

Let band $j\in\{0,1,2\}$ have the order parameter $r_je^{i\theta_j}$, with fixed amplitude $r_j$ and phase $\theta_j$. The Josephson energy is

$$E(\theta)=J\,[\,r_0r_1\cos(\theta_0-\theta_1)+r_1r_2\cos(\theta_1-\theta_2)+r_2r_0\cos(\theta_2-\theta_0)\,].$$

The constant $J$ stands for the transfer of Cooper pairs between bands. It is the same for every pair of bands. Positive $J$ means repulsion, and $J>0$ is assumed from here on. With the sum $\Psi=\sum_j r_je^{i\theta_j}$,

$$E=\frac J2|\Psi|^2-\frac J2\,(r_0^2+r_1^2+r_2^2)\;\ge\;-\frac J2\,(r_0^2+r_1^2+r_2^2),$$

with equality exactly when $\Psi=0$. If each amplitude is strictly smaller than the sum of the other two, the bound is attained and every minimiser breaks time reversal.

For $r=(1,1,1)$ and $\theta=(0,a,b)$ this gives $\cos a+\cos b+\cos(a-b)\ge-\tfrac32$, with equality at $(a,b)=\pm(2\pi/3,-2\pi/3)$. Time-reversal-invariant states reach no lower than $-1$.

## Consequences for a Ginzburg–Landau minimiser

For three bands with fixed amplitudes and this coupling, a code that stores real order parameters cannot reach the minimum in the triangle regime. Complex storage alone does not cure this: the phase gradient of $E$ contains only sines of relative phases, so it vanishes at every real configuration, and a gradient descent started there stays there. In the triangle regime every real configuration is a saddle point or a maximum of $E$, so small independent random phases on the three bands let the descent escape, apart from exceptional choices. A phase common to all bands does not help. For equal bands started in phase, a small phase on one band alone only leads the descent to another collinear state, because the other two phases stay equal.

For equal unit amplitudes, a converged phase minimisation should return $-3J/2$. A run that has converged to a stationary state with energy $-J$ has stopped at a collinear state. Up to a global phase there are two minimisers, which are time-reversed partners with the same energy, so runs with different seeds may differ in the sign of the relative phases.

## Derivation

**Completing the square.** Expanding the modulus gives
$$|\Psi|^2=\sum_j r_j^2+2\,[\,r_0r_1\cos(\theta_0-\theta_1)+r_1r_2\cos(\theta_1-\theta_2)+r_2r_0\cos(\theta_2-\theta_0)\,].$$
Multiplying by $J/2$ and rearranging gives the identity, and $|\Psi|^2\ge0$ gives the bound.

**Closing the triangle.** The strict triangle inequalities make all amplitudes positive. Choose angles $\alpha,\beta\in[0,\pi]$ by the cosine rule:
$$r_0\cos\alpha=\frac{r_0^2+r_2^2-r_1^2}{2r_2},\qquad r_1\cos\beta=\frac{r_1^2+r_2^2-r_0^2}{2r_2}.$$
The cosines lie in $[-1,1]$ because $(r_0+r_2)^2>r_1^2>(r_0-r_2)^2$, and likewise for $\beta$. Adding the two equations gives $r_0\cos\alpha+r_1\cos\beta=r_2$. Subtracting them gives $r_2(r_0\cos\alpha-r_1\cos\beta)=r_0^2-r_1^2$, so $(r_0\cos\alpha)^2-(r_1\cos\beta)^2=r_0^2-r_1^2$. Hence $r_0^2\sin^2\alpha=r_1^2\sin^2\beta$, and since both sines are non-negative, $r_0\sin\alpha=r_1\sin\beta$. The phases $(\pi-\alpha,\ \pi+\beta,\ 0)$ then give $\Psi=0$.

**Invariant states are collinear.** Time reversal sends $\theta_j$ to $-\theta_j$. A state is invariant if one global shift $\chi$ satisfies $-\theta_j\equiv\theta_j+\chi$ modulo $2\pi$ for all $j$. Subtracting two of these conditions gives $2(\theta_i-\theta_j)\equiv0$, hence $\sin(\theta_i-\theta_j)=0$. Conversely, if these sines vanish, $\chi=-2\theta_0$ works.

**The contradiction.** A minimiser attains the bound, so $\Psi=0$. If it were invariant, multiplying $\Psi$ by $e^{-i\theta_0}$ would give $r_0\pm r_1\pm r_2=0$ for some choice of signs. Two plus signs contradict positivity, and each other choice makes one amplitude equal to the sum of the other two.

**A dominant band.** Suppose $r_0,r_1\ge0$ and $r_2\ge r_0+r_1$. Write $c_{ij}=\cos(\theta_i-\theta_j)$. Then
$$\frac{E(\theta)-E(0,0,\pi)}{J}=(r_2-r_0-r_1)\,[\,r_1(1+c_{12})+r_0(1+c_{20})\,]+\tfrac12\left|r_0(e^{i\theta_0}+e^{i\theta_2})+r_1(e^{i\theta_1}+e^{i\theta_2})\right|^2.$$
Both terms are non-negative, so the invariant state $(0,0,\pi)$ is a minimiser.

**Equal bands.** At $\Psi=0$ with unit amplitudes, $|e^{i\theta_0}+e^{i\theta_1}|^2=|e^{i\theta_2}|^2=1$, so $2+2c_{01}=1$ and $c_{01}=-\tfrac12$. The other pairs follow in the same way. In an invariant state $x=c_{01}$ and $y=c_{12}$ are $\pm1$ and $c_{20}=xy$, so $E/J=x+y+xy=(1+x)(1+y)-1\ge-1$.

## The Lean file

```lean
import Mathlib

open scoped Real

namespace FrustratedThreeBand

noncomputable section

/-- Interband Josephson energy of three bands with amplitudes `r`, phases `θ` and coupling `J`;
positive `J` is repulsive. -/
def energy (J : ℝ) (r θ : Fin 3 → ℝ) : ℝ :=
  J * (r 0 * r 1 * Real.cos (θ 0 - θ 1) + r 1 * r 2 * Real.cos (θ 1 - θ 2)
    + r 2 * r 0 * Real.cos (θ 2 - θ 0))

/-- Real part of the sum of the three order parameters. -/
def netRe (r θ : Fin 3 → ℝ) : ℝ :=
  r 0 * Real.cos (θ 0) + r 1 * Real.cos (θ 1) + r 2 * Real.cos (θ 2)

/-- Imaginary part of the sum of the three order parameters. -/
def netIm (r θ : Fin 3 → ℝ) : ℝ :=
  r 0 * Real.sin (θ 0) + r 1 * Real.sin (θ 1) + r 2 * Real.sin (θ 2)

/-- The time-reversed phases `-θ` agree, as angles, with `θ` shifted by one global phase. -/
def TimeReversalInvariant (θ : Fin 3 → ℝ) : Prop :=
  ∃ χ : ℝ, ∀ j, Real.cos (-θ j) = Real.cos (θ j + χ) ∧ Real.sin (-θ j) = Real.sin (θ j + χ)

/-- A state is time-reversal invariant exactly when the sines of all relative phases vanish. -/
theorem timeReversalInvariant_iff (θ : Fin 3 → ℝ) :
    TimeReversalInvariant θ ↔ ∀ i j, Real.sin (θ i - θ j) = 0 := by
  constructor
  · rintro ⟨χ, h⟩ i j
    -- twice each phase plus the global shift is a whole number of turns
    have hc : ∀ k, Real.cos (θ k + χ + θ k) = 1 := by
      intro k
      rw [Real.cos_add, ← (h k).1, ← (h k).2, Real.cos_neg, Real.sin_neg]
      linear_combination Real.sin_sq_add_cos_sq (θ k)
    have hs : ∀ k, Real.sin (θ k + χ + θ k) = 0 := by
      intro k
      rw [Real.sin_add, ← (h k).1, ← (h k).2, Real.cos_neg, Real.sin_neg]
      ring
    have h2 : Real.cos (2 * (θ i - θ j)) = 1 := by
      rw [show 2 * (θ i - θ j) = (θ i + χ + θ i) - (θ j + χ + θ j) by ring,
        Real.cos_sub, hc, hc, hs, hs]
      norm_num
    rw [Real.cos_two_mul] at h2
    have h3 : Real.sin (θ i - θ j) ^ 2 = 0 := by
      linarith [Real.sin_sq_add_cos_sq (θ i - θ j)]
    exact pow_eq_zero_iff two_ne_zero |>.1 h3
  · intro h
    refine ⟨-2 * θ 0, fun j => ?_⟩
    have e1 : -θ j = -(θ j - θ 0) - θ 0 := by ring
    have e2 : θ j + -2 * θ 0 = (θ j - θ 0) - θ 0 := by ring
    rw [e1, e2]
    simp only [Real.cos_sub (-(θ j - θ 0)), Real.cos_sub (θ j - θ 0),
      Real.sin_sub (-(θ j - θ 0)), Real.sin_sub (θ j - θ 0), Real.cos_neg, Real.sin_neg, h j 0]
    constructor <;> ring

/-- The Josephson energy is `J/2` times the squared modulus of the summed order parameters, minus
`J/2` times the sum of the squared amplitudes. Here `netRe` and `netIm` are the parts of the summed
order parameters. -/
theorem energy_eq_square (J : ℝ) (r θ : Fin 3 → ℝ) :
    energy J r θ = J / 2 * (netRe r θ ^ 2 + netIm r θ ^ 2)
      - J / 2 * (r 0 ^ 2 + r 1 ^ 2 + r 2 ^ 2) := by
  unfold energy netRe netIm
  rw [Real.cos_sub, Real.cos_sub, Real.cos_sub]
  linear_combination -(J / 2) * r 0 ^ 2 * Real.sin_sq_add_cos_sq (θ 0)
    - (J / 2) * r 1 ^ 2 * Real.sin_sq_add_cos_sq (θ 1)
    - (J / 2) * r 2 ^ 2 * Real.sin_sq_add_cos_sq (θ 2)

/-- For repulsive coupling the energy is at least `-J/2` times the sum of squared amplitudes, with
equality exactly when the order parameters sum to zero. -/
theorem energy_bound {J : ℝ} (hJ : 0 < J) (r θ : Fin 3 → ℝ) :
    -(J / 2) * (r 0 ^ 2 + r 1 ^ 2 + r 2 ^ 2) ≤ energy J r θ ∧
    (energy J r θ = -(J / 2) * (r 0 ^ 2 + r 1 ^ 2 + r 2 ^ 2) ↔
      netRe r θ = 0 ∧ netIm r θ = 0) := by
  rw [energy_eq_square]
  refine ⟨?_, fun h => ?_, fun ⟨h1, h2⟩ => by rw [h1, h2]; ring⟩
  · have : 0 ≤ J / 2 * (netRe r θ ^ 2 + netIm r θ ^ 2) := by positivity
    linarith
  · have h0 : J * (netRe r θ ^ 2 + netIm r θ ^ 2) = 0 := by linarith
    have h1 := (mul_eq_zero.1 h0).resolve_left hJ.ne'
    have hx := sq_nonneg (netRe r θ)
    have hy := sq_nonneg (netIm r θ)
    exact ⟨pow_eq_zero_iff two_ne_zero |>.1 (by linarith),
      pow_eq_zero_iff two_ne_zero |>.1 (by linarith)⟩

/-- Cosine rule: a triangle with sides `a`, `b`, `c` has an angle between `a` and `c`. -/
theorem exists_triangle_angle {a b c : ℝ} (h1 : a < b + c) (h2 : b < a + c) (h3 : c < a + b) :
    ∃ α : ℝ, a * Real.cos α * (2 * c) = a ^ 2 + c ^ 2 - b ^ 2 ∧ 0 ≤ Real.sin α := by
  have ha : 0 < a := by linarith
  have hc : 0 < c := by linarith
  have hac : 0 < 2 * a * c := by positivity
  refine ⟨Real.arccos ((a ^ 2 + c ^ 2 - b ^ 2) / (2 * a * c)), ?_,
    Real.sin_nonneg_of_nonneg_of_le_pi (Real.arccos_nonneg _) (Real.arccos_le_pi _)⟩
  rw [Real.cos_arccos]
  · field_simp
  · rw [le_div_iff₀ hac]
    nlinarith [mul_pos (sub_pos.2 h2) (show 0 < a + b + c by linarith)]
  · rw [div_le_iff₀ hac]
    nlinarith [mul_pos (sub_pos.2 h1) (sub_pos.2 h3)]

/-- If the amplitudes obey the strict triangle inequalities, some choice of phases makes the order
parameters sum to zero. -/
theorem exists_balanced (r : Fin 3 → ℝ) (h0 : r 0 < r 1 + r 2) (h1 : r 1 < r 0 + r 2)
    (h2 : r 2 < r 0 + r 1) : ∃ θ, netRe r θ = 0 ∧ netIm r θ = 0 := by
  obtain ⟨α, hα, sα⟩ := exists_triangle_angle h0 h1 h2
  obtain ⟨β, hβ, sβ⟩ := exists_triangle_angle h1 h0 (by linarith : r 2 < r 1 + r 0)
  have p0 : 0 < r 0 := by linarith
  have p1 : 0 < r 1 := by linarith
  have p2 : 0 < r 2 := by linarith
  have hx : r 0 * Real.cos α + r 1 * Real.cos β = r 2 := by
    apply mul_right_cancel₀ (show 2 * r 2 ≠ 0 by positivity)
    linear_combination hα + hβ
  -- both triangles have the same height over the common side
  have hy : r 0 * Real.sin α = r 1 * Real.sin β := by
    apply (sq_eq_sq₀ (mul_nonneg p0.le sα) (mul_nonneg p1.le sβ)).1
    linear_combination r 0 ^ 2 * Real.sin_sq_add_cos_sq α - r 1 ^ 2 * Real.sin_sq_add_cos_sq β
      - hα + (r 2 - r 0 * Real.cos α + r 1 * Real.cos β) * hx
  refine ⟨![π - α, β + π, 0], ?_, ?_⟩
  · change r 0 * Real.cos (π - α) + r 1 * Real.cos (β + π) + r 2 * Real.cos 0 = 0
    rw [Real.cos_pi_sub, Real.cos_add_pi, Real.cos_zero]
    linear_combination -hx
  · change r 0 * Real.sin (π - α) + r 1 * Real.sin (β + π) + r 2 * Real.sin 0 = 0
    rw [Real.sin_pi_sub, Real.sin_add_pi, Real.sin_zero]
    linear_combination hy

/-- With repulsive coupling and amplitudes obeying the strict triangle inequalities, every
minimiser of the Josephson energy breaks time-reversal symmetry. -/
theorem minimiser_breaks_timeReversal {J : ℝ} (hJ : 0 < J) (r θ : Fin 3 → ℝ)
    (h0 : r 0 < r 1 + r 2) (h1 : r 1 < r 0 + r 2) (h2 : r 2 < r 0 + r 1)
    (hmin : ∀ φ, energy J r θ ≤ energy J r φ) : ¬ TimeReversalInvariant θ := by
  intro hT
  rw [timeReversalInvariant_iff] at hT
  obtain ⟨φ, hφ⟩ := exists_balanced r h0 h1 h2
  have hE := (energy_bound hJ r φ).2.2 hφ
  obtain ⟨hx, hy⟩ := (energy_bound hJ r θ).2.1
    (le_antisymm ((hmin φ).trans_eq hE) (energy_bound hJ r θ).1)
  unfold netRe at hx
  unfold netIm at hy
  -- project the vanishing sum on the direction of the first order parameter
  have hp : r 0 + r 1 * Real.cos (θ 1 - θ 0) + r 2 * Real.cos (θ 2 - θ 0) = 0 := by
    rw [Real.cos_sub, Real.cos_sub]
    linear_combination Real.cos (θ 0) * hx + Real.sin (θ 0) * hy
      - r 0 * Real.sin_sq_add_cos_sq (θ 0)
  rcases Real.sin_eq_zero_iff_cos_eq.1 (hT 1 0) with h | h <;>
    rcases Real.sin_eq_zero_iff_cos_eq.1 (hT 2 0) with h' | h' <;>
    rw [h, h'] at hp <;> linarith

/-- For repulsive coupling and non-negative `r 0` and `r 1`, if the third amplitude `r 2` is at
least the sum of the other two, the time-reversal-invariant state with phases `(0, 0, π)` minimises
the energy. -/
theorem dominant_band_keeps_timeReversal {J : ℝ} (hJ : 0 < J) (r : Fin 3 → ℝ)
    (h0 : 0 ≤ r 0) (h1 : 0 ≤ r 1) (h2 : r 0 + r 1 ≤ r 2) :
    TimeReversalInvariant ![0, 0, π] ∧ ∀ θ, energy J r ![0, 0, π] ≤ energy J r θ := by
  constructor
  · rw [timeReversalInvariant_iff]
    intro i j
    fin_cases i <;> fin_cases j <;> simp
  · intro θ
    change J * (r 0 * r 1 * Real.cos (0 - 0) + r 1 * r 2 * Real.cos (0 - π)
      + r 2 * r 0 * Real.cos (π - 0)) ≤ _
    rw [sub_zero, sub_zero, zero_sub, Real.cos_neg, Real.cos_zero, Real.cos_pi]
    unfold energy
    apply mul_le_mul_of_nonneg_left _ hJ.le
    have key : 2 * r 0 ^ 2 * (1 + Real.cos (θ 2 - θ 0)) + 2 * r 1 ^ 2 * (1 + Real.cos (θ 1 - θ 2))
        + 2 * r 0 * r 1 * (Real.cos (θ 0 - θ 1) + Real.cos (θ 2 - θ 0) + Real.cos (θ 1 - θ 2) + 1)
        = (r 0 * (Real.cos (θ 0) + Real.cos (θ 2)) + r 1 * (Real.cos (θ 1) + Real.cos (θ 2))) ^ 2
        + (r 0 * (Real.sin (θ 0) + Real.sin (θ 2))
          + r 1 * (Real.sin (θ 1) + Real.sin (θ 2))) ^ 2 := by
      rw [Real.cos_sub, Real.cos_sub, Real.cos_sub]
      linear_combination -r 0 ^ 2 * Real.sin_sq_add_cos_sq (θ 0)
        - r 1 ^ 2 * Real.sin_sq_add_cos_sq (θ 1)
        - (r 0 + r 1) ^ 2 * Real.sin_sq_add_cos_sq (θ 2)
    have hpos := key.symm ▸ add_nonneg (sq_nonneg _) (sq_nonneg _)
    have a1 : 0 ≤ 1 + Real.cos (θ 1 - θ 2) := by linarith [Real.neg_one_le_cos (θ 1 - θ 2)]
    have a2 : 0 ≤ 1 + Real.cos (θ 2 - θ 0) := by linarith [Real.neg_one_le_cos (θ 2 - θ 0)]
    have hd := mul_nonneg (sub_nonneg.2 h2) (add_nonneg (mul_nonneg h1 a1) (mul_nonneg h0 a2))
    nlinarith [hd, hpos]

/-- For repulsive coupling and three unit amplitudes, the energy equals `-3J/2` exactly when each of
the relative phases `θ 0 - θ 1`, `θ 1 - θ 2` and `θ 2 - θ 0` has cosine `-1/2`. -/
theorem equal_bands_minimum_iff {J : ℝ} (hJ : 0 < J) (θ : Fin 3 → ℝ) :
    energy J (fun _ => 1) θ = -(3 / 2) * J ↔ Real.cos (θ 0 - θ 1) = -1 / 2 ∧
      Real.cos (θ 1 - θ 2) = -1 / 2 ∧ Real.cos (θ 2 - θ 0) = -1 / 2 := by
  constructor
  · intro h
    obtain ⟨hx, hy⟩ := (energy_bound hJ (fun _ => 1) θ).2.1 (by rw [h]; ring)
    simp only [netRe, netIm, one_mul] at hx hy
    have n0 := Real.sin_sq_add_cos_sq (θ 0)
    have n1 := Real.sin_sq_add_cos_sq (θ 1)
    have n2 := Real.sin_sq_add_cos_sq (θ 2)
    rw [Real.cos_sub, Real.cos_sub, Real.cos_sub]
    refine ⟨?_, ?_, ?_⟩
    · linear_combination (Real.cos (θ 0) + Real.cos (θ 1) - Real.cos (θ 2)) / 2 * hx
        + (Real.sin (θ 0) + Real.sin (θ 1) - Real.sin (θ 2)) / 2 * hy - n0 / 2 - n1 / 2 + n2 / 2
    · linear_combination (Real.cos (θ 1) + Real.cos (θ 2) - Real.cos (θ 0)) / 2 * hx
        + (Real.sin (θ 1) + Real.sin (θ 2) - Real.sin (θ 0)) / 2 * hy - n1 / 2 - n2 / 2 + n0 / 2
    · linear_combination (Real.cos (θ 2) + Real.cos (θ 0) - Real.cos (θ 1)) / 2 * hx
        + (Real.sin (θ 2) + Real.sin (θ 0) - Real.sin (θ 1)) / 2 * hy - n2 / 2 - n0 / 2 + n1 / 2
  · rintro ⟨h1, h2, h3⟩
    simp only [energy, h1, h2, h3]
    ring

/-- For repulsive coupling and three unit amplitudes, the energy is at least `-3J/2`, the two states
with phases `(0, ±2π/3, ∓2π/3)` reach this value, and time-reversal-invariant states have energy at
least `-J`. -/
theorem equal_bands {J : ℝ} (hJ : 0 < J) :
    (∀ θ, -(3 / 2) * J ≤ energy J (fun _ => 1) θ) ∧
    energy J (fun _ => 1) ![0, 2 * π / 3, -(2 * π / 3)] = -(3 / 2) * J ∧
    energy J (fun _ => 1) ![0, -(2 * π / 3), 2 * π / 3] = -(3 / 2) * J ∧
    ∀ θ, TimeReversalInvariant θ → -J ≤ energy J (fun _ => 1) θ := by
  have hc : Real.cos (2 * π / 3) = -1 / 2 := by
    rw [show 2 * π / 3 = π - π / 3 by ring, Real.cos_pi_sub, Real.cos_pi_div_three]
    norm_num
  have val : ∀ x : ℝ, Real.cos x = -1 / 2 →
      energy J (fun _ => 1) ![0, x, -x] = -(3 / 2) * J := by
    intro x hx
    change J * (1 * 1 * Real.cos (0 - x) + 1 * 1 * Real.cos (x - -x)
      + 1 * 1 * Real.cos (-x - 0)) = _
    rw [show x - -x = 2 * x by ring, zero_sub, sub_zero, Real.cos_neg, Real.cos_two_mul, hx]
    ring
  refine ⟨fun θ => ?_, val _ hc, ?_, fun θ hT => ?_⟩
  · have h := (energy_bound hJ (fun _ => 1) θ).1
    norm_num at h
    linarith
  · have h := val (-(2 * π / 3)) (by rw [Real.cos_neg, hc])
    rwa [neg_neg] at h
  · rw [timeReversalInvariant_iff] at hT
    -- collinear phases: the third cosine is the product of the other two
    have hp : Real.cos (θ 2 - θ 0) = Real.cos (θ 0 - θ 1) * Real.cos (θ 1 - θ 2) := by
      rw [show θ 2 - θ 0 = -((θ 0 - θ 1) + (θ 1 - θ 2)) by ring, Real.cos_neg, Real.cos_add,
        hT 0 1]
      ring
    unfold energy
    rw [hp]
    rcases Real.sin_eq_zero_iff_cos_eq.1 (hT 0 1) with h | h <;>
      rcases Real.sin_eq_zero_iff_cos_eq.1 (hT 1 2) with h' | h' <;>
      rw [h, h'] <;> linarith

end

end FrustratedThreeBand
```

```lean
#print axioms FrustratedThreeBand.minimiser_breaks_timeReversal
#print axioms FrustratedThreeBand.dominant_band_keeps_timeReversal
#print axioms FrustratedThreeBand.equal_bands_minimum_iff
#print axioms FrustratedThreeBand.equal_bands
```

```
'FrustratedThreeBand.minimiser_breaks_timeReversal' depends on axioms: [propext, Classical.choice, Quot.sound]
'FrustratedThreeBand.dominant_band_keeps_timeReversal' depends on axioms: [propext, Classical.choice, Quot.sound]
'FrustratedThreeBand.equal_bands_minimum_iff' depends on axioms: [propext, Classical.choice, Quot.sound]
'FrustratedThreeBand.equal_bands' depends on axioms: [propext, Classical.choice, Quot.sound]
```

## What the theorems cover, and where they stop

Amplitudes and phases are functions `Fin 3 → ℝ`, so `r 0` is $r_0$ and `![0, 0, π]` lists three phases. `netRe` and `netIm` are the real and imaginary parts of $\Psi$. In `minimiser_breaks_timeReversal`, the hypothesis `hmin` says that `θ` has the lowest energy among all phase choices at the given amplitudes. Such minimisers exist, by `exists_balanced` and `energy_bound`.

Phases are real numbers, not angles modulo $2\pi$, and this matters in `TimeReversalInvariant`. Requiring $-\theta_j=\theta_j+\chi$ as real numbers would classify $(0,0,\pi)$ as broken: the first band forces $\chi=0$, and the third then fails because $-\pi\ne\pi$. The definition therefore compares cosines and sines.

The proofs follow the derivation closely:

- `energy_eq_square` expands the cosines of differences, and `linear_combination` supplies $\sin^2+\cos^2=1$ for each band. `energy_bound` reads off the inequality and the equality case.
- `exists_triangle_angle` takes the angle from `Real.arccos`, and `exists_balanced` joins two such angles along the side $r_2$.
- `timeReversalInvariant_iff` turns invariance into vanishing sines. The main theorem projects $\Psi=0$ on the first order parameter, and `rcases` splits the result into the four sign choices.
- `dominant_band_keeps_timeReversal` proves the squared-modulus identity as `key`; `nlinarith` combines it with the non-negative term `hd`.
- `equal_bands_minimum_iff` obtains each cosine from the two components of $\Psi=0$, and `equal_bands` evaluates the two minimisers and checks the collinear cases.

The triangle inequalities must be strict. For $r=(1,1,2)$ the state $(0,0,\pi)$ has $\Psi=1+1-2=0$ and energy $-3J$, which is the lower bound, yet it is time-reversal invariant. The dominant-band theorem shows that an invariant minimiser exists in this regime; it does not say that every minimiser is invariant.

The model contains only the Josephson energy of a uniform state with one common coupling. The amplitudes are inputs, so whether a full Ginzburg–Landau functional produces amplitudes that satisfy the triangle inequalities has to be settled separately. Gradient terms, magnetic fields and fluctuations are absent, and the theorems make no statement about the convergence of a numerical minimiser.
